# With conserved spin, spin curvature is a difference of two Berry curvatures

If a spin matrix is inserted into the trace for the Berry curvature, the resulting number need not be the spin-up curvature minus the spin-down curvature. When spin is not conserved, the "spin-up part" of the occupied states may not even be given by a projector. Part (i) proves the identity for conserved spin and shows a two-band case where it fails without conservation.

## Setting

Let \(P(x,y)\) be a family of complex square matrices of finite size, with real parameters \(x,y\), and let \(S\) be a constant matrix, for example an electron's spin component along \(z\) in units of \(\hbar/2\), for which \(S^2=1\). Spin is called conserved here if \(PS=SP\) at all \((x,y)\). In a non-interacting model with finitely many bands, \(x,y\) can be crystal momenta and \(P\) the projector onto the occupied bands; if spin is conserved, the identity lets the spin curvature be computed one spin block at a time.

```lean
import Mathlib

open Matrix

namespace ConservedSpinCurvature

noncomputable section

variable {n : Type*} [Fintype n] [DecidableEq n]
```

Derivatives are taken entry by entry. Lean's `deriv` returns zero where no derivative exists, so differentiability is a separate hypothesis, `EntryDiff`.

```lean
/-- Every matrix entry of the one-parameter family `F` is differentiable at `t`. -/
def EntryDiff (F : ℝ → Matrix n n ℂ) (t : ℝ) : Prop :=
  ∀ i j, DifferentiableAt ℝ (fun s => F s i j) t

/-- The derivative of a one-parameter family of matrices, taken entry by entry. -/
def matDeriv (F : ℝ → Matrix n n ℂ) (t : ℝ) : Matrix n n ℂ :=
  Matrix.of fun i j => deriv (fun s => F s i j) t
```

Write \(X=\partial_xP\) and \(Y=\partial_yP\) at the chosen point. The curvature is \(\Omega[P]=\mathrm{Tr}(P[X,Y])\), without the conventional factor \(i\), and the spin curvature is \(\Omega_S[P]=\mathrm{Tr}(SP[X,Y])\).

```lean
/-- The operator `P [∂ₓP, ∂ᵧP]` at the point `(x, y)`. -/
def curvatureOp (P : ℝ → ℝ → Matrix n n ℂ) (x y : ℝ) : Matrix n n ℂ :=
  P x y * (matDeriv (fun s => P s y) x * matDeriv (fun s => P x s) y
    - matDeriv (fun s => P x s) y * matDeriv (fun s => P s y) x)

/-- The curvature `Tr (P [∂ₓP, ∂ᵧP])`, without the conventional factor `i`. -/
def curvature (P : ℝ → ℝ → Matrix n n ℂ) (x y : ℝ) : ℂ :=
  (curvatureOp P x y).trace

/-- The spin curvature `Tr (S P [∂ₓP, ∂ᵧP])`. -/
def spinCurvature (S : Matrix n n ℂ) (P : ℝ → ℝ → Matrix n n ℂ) (x y : ℝ) : ℂ :=
  (S * curvatureOp P x y).trace
```

Finally, \(Q_\pm=(1\pm S)/2\), called `up S` and `down S`, and \(P_\pm=PQ_\pm\).

```lean
/-- The spin-up matrix `(1 + S) / 2`. -/
def up (S : Matrix n n ℂ) : Matrix n n ℂ := (1 / 2 : ℂ) • (1 + S)

/-- The spin-down matrix `(1 - S) / 2`. -/
def down (S : Matrix n n ℂ) : Matrix n n ℂ := (1 / 2 : ℂ) • (1 - S)
```

## Problems

**(a)** Let \(S^2=1\). Show that \(Q_+^2=Q_+\).

*Solution.* \(Q_+^2=(1+2S+S^2)/4=(2+2S)/4=Q_+\). In Lean, `noncomm_ring` expands the square and `hS` replaces \(S^2\).

```lean
lemma up_sq {S : Matrix n n ℂ} (hS : S * S = 1) : up S * up S = up S := by
  have h : (1 + S) * (1 + S) = (2 : ℂ) • (1 + S) := by
    have e : (1 + S) * (1 + S) = 1 + S + S + S * S := by noncomm_ring
    rw [e, hS]
    module
  simp only [up, Matrix.smul_mul, Matrix.mul_smul]
  rw [h]
  module
```

**(b)** Show that \(Q_-^2=Q_-\).

*Solution.* Since \((-S)^2=1\), apply (a) to \(-S\).

```lean
lemma down_sq {S : Matrix n n ℂ} (hS : S * S = 1) : down S * down S = down S := by
  have h := up_sq (S := -S) (by rw [neg_mul_neg, hS])
  simpa only [up, down, ← sub_eq_add_neg] using h
```

**(c)** Let \(BQ=QB\) and \(Q^2=Q\). Show that \(AQBQ=ABQ\) for every \(A\).

*Solution.* Move the first \(Q\) past \(B\): \(AQBQ=ABQ^2=ABQ\).

```lean
omit [DecidableEq n] in
lemma sandwich {A B Q : Matrix n n ℂ} (hB : B * Q = Q * B) (hQ : Q * Q = Q) :
    A * Q * (B * Q) = A * B * Q := by
  calc A * Q * (B * Q) = A * (Q * B) * Q := by simp only [mul_assoc]
    _ = A * (B * Q) * Q := by rw [hB]
    _ = A * B * (Q * Q) := by simp only [mul_assoc]
    _ = A * B * Q := by rw [hQ]
```

**(d)** Show that \((FQ)'=F'Q\) for a differentiable family \(F(t)\) and constant \(Q\).

*Solution.* Each entry is a finite sum \(\sum_kF_{ik}Q_{kj}\) with constant \(Q_{kj}\), so its derivative is \(\sum_kF'_{ik}Q_{kj}\). This is the step `h`.

```lean
omit [DecidableEq n] in
lemma matDeriv_mul_const {F : ℝ → Matrix n n ℂ} {t : ℝ} (hF : EntryDiff F t)
    (Q : Matrix n n ℂ) : matDeriv (fun s => F s * Q) t = matDeriv F t * Q := by
  ext i j
  have h : HasDerivAt (fun s => ∑ k, F s i k * Q k j)
      (∑ k, deriv (fun s => F s i k) t * Q k j) t :=
    HasDerivAt.fun_sum fun k _ => (hF i k).hasDerivAt.mul_const (Q k j)
  simp only [matDeriv, Matrix.mul_apply, Matrix.of_apply]
  exact h.deriv
```

**(e)** Let \(F(t)Q=QF(t)\) for all \(t\). Show that \(F'Q=QF'\).

*Solution.* Differentiate both sides. The left gives \(F'Q\) by (d), and the right gives \(QF'\) by the same sum with the factors in the other order.

```lean
omit [DecidableEq n] in
/-- If a constant matrix commutes with a differentiable family, it commutes with the
derivative of the family. -/
theorem matDeriv_comm {F : ℝ → Matrix n n ℂ} {t : ℝ} (hF : EntryDiff F t)
    {Q : Matrix n n ℂ} (hc : ∀ s, F s * Q = Q * F s) :
    matDeriv F t * Q = Q * matDeriv F t := by
  have e : (fun s => F s * Q) = fun s => Q * F s := funext hc
  rw [← matDeriv_mul_const hF Q, e]
  ext i j
  have h : HasDerivAt (fun s => ∑ k, Q i k * F s k j)
      (∑ k, Q i k * deriv (fun s => F s k j) t) t :=
    HasDerivAt.fun_sum fun k _ => (hF k j).hasDerivAt.const_mul (Q i k)
  simp only [matDeriv, Matrix.mul_apply, Matrix.of_apply]
  exact h.deriv
```

**(f)** Let \(Q\) be a constant projector commuting with \(P(x,y)\) everywhere. Show that \(\Omega[PQ]=\mathrm{Tr}(QP[X,Y])\).

*Solution.* By (d), the derivatives of \(PQ\) are \(XQ\) and \(YQ\). By (e), \(X\), \(Y\) and hence \([X,Y]\) commute with \(Q\). Using (c) three times,
\[
PQ\,(XQYQ-YQXQ)=PQ\,[X,Y]Q=P[X,Y]Q .
\]
Cyclicity of the trace moves \(Q\) to the front. The three uses of (c) are the three `sandwich` rewrites. That \(P\) is a projector is not needed here.

```lean
omit [DecidableEq n] in
/-- For a constant projector `Q` commuting with a family `P` that is differentiable along both coordinate lines through the point, the curvature of `P Q` is
`Tr (Q P [∂ₓP, ∂ᵧP])`. -/
theorem curvature_sector {P : ℝ → ℝ → Matrix n n ℂ} {Q : Matrix n n ℂ} {x y : ℝ}
    (hQ : Q * Q = Q) (hc : ∀ a b, P a b * Q = Q * P a b)
    (hx : EntryDiff (fun s => P s y) x) (hy : EntryDiff (fun s => P x s) y) :
    curvature (fun a b => P a b * Q) x y = spinCurvature Q P x y := by
  have hX : Commute (matDeriv (fun s => P s y) x) Q := matDeriv_comm hx fun s => hc s y
  have hY : Commute (matDeriv (fun s => P x s) y) Q := matDeriv_comm hy fun s => hc x s
  -- the commutator of the two derivatives also conserves `Q`
  have hC := ((hX.mul_left hY).sub_left (hY.mul_left hX)).eq
  simp only [curvature, spinCurvature, curvatureOp]
  rw [matDeriv_mul_const hx Q, matDeriv_mul_const hy Q, sandwich hY.eq hQ,
    sandwich hX.eq hQ, ← sub_mul, sandwich hC hQ, Matrix.trace_mul_comm]
```

**(g)** Let \(AS=SA\). Show that \(AQ_+=Q_+A\).

*Solution.* \(AQ_+=(A+AS)/2=(A+SA)/2=Q_+A\).

```lean
lemma up_comm {A S : Matrix n n ℂ} (h : A * S = S * A) : A * up S = up S * A := by
  simp only [up, Matrix.mul_smul, Matrix.smul_mul, mul_add, add_mul, mul_one, one_mul, h]
```

**(h)** Show the same for \(Q_-\).

*Solution.* \(AQ_-=(A-AS)/2=(A-SA)/2=Q_-A\).

```lean
lemma down_comm {A S : Matrix n n ℂ} (h : A * S = S * A) : A * down S = down S * A := by
  simp only [down, Matrix.mul_smul, Matrix.smul_mul, mul_sub, sub_mul, mul_one, one_mul, h]
```

**(i)** Let \(P^2=P\) and \(PS=SP\) at all \((x,y)\), and let \(S^2=1\). Show that \(P_\pm\) are projectors and that \(\Omega_S[P]=\Omega[P_+]-\Omega[P_-]\).

*Solution.* By (c) with \(A=B=P\), \(P_\pm^2=P^2Q_\pm=P_\pm\). By (f),
\[
\Omega[P_+]-\Omega[P_-]=\mathrm{Tr}\big((Q_+-Q_-)P[X,Y]\big)=\mathrm{Tr}(SP[X,Y]),
\]
because \(Q_+-Q_-=S\).

In the Lean statement, `hP`, `hS` and `hc` are the algebraic hypotheses, while `hx` and `hy` ask for differentiability only along the two coordinate lines through the point. "Projector" means idempotent; neither \(P\) nor \(S\) need be Hermitian. The identity holds point by point; whether integrals of these curvatures over a Brillouin zone are quantised is not treated here.

```lean
/-- For projectors `P(x,y)`, differentiable along both coordinate lines through the point and commuting with a constant `S`, `S² = 1`, both `P(1 ± S)/2` are
projectors, and the spin curvature is the difference of their curvatures. -/
theorem spinCurvature_eq_sub {P : ℝ → ℝ → Matrix n n ℂ} {S : Matrix n n ℂ} {x y : ℝ}
    (hP : ∀ a b, P a b * P a b = P a b) (hS : S * S = 1)
    (hc : ∀ a b, P a b * S = S * P a b)
    (hx : EntryDiff (fun s => P s y) x) (hy : EntryDiff (fun s => P x s) y) :
    (∀ a b, (P a b * up S) * (P a b * up S) = P a b * up S) ∧
    (∀ a b, (P a b * down S) * (P a b * down S) = P a b * down S) ∧
    spinCurvature S P x y = curvature (fun a b => P a b * up S) x y
      - curvature (fun a b => P a b * down S) x y := by
  refine ⟨fun a b => ?_, fun a b => ?_, ?_⟩
  · rw [sandwich (up_comm (hc a b)) (up_sq hS), hP]
  · rw [sandwich (down_comm (hc a b)) (down_sq hS), hP]
  · rw [curvature_sector (up_sq hS) (fun a b => up_comm (hc a b)) hx hy,
      curvature_sector (down_sq hS) (fun a b => down_comm (hc a b)) hx hy]
    -- the two spin projectors differ by `S`
    have h : up S - down S = S := by
      simp only [up, down]
      module
    simp only [spinCurvature]
    rw [← Matrix.trace_sub, ← sub_mul, h]
```

*Without conservation.* This example is worked by hand only. Take \(S=\sigma_z\) and
\[
P=\frac1{1+x^2+y^2}\begin{pmatrix}1&x-iy\\x+iy&x^2+y^2\end{pmatrix}.
\]
This is a projector, but it commutes with \(S\) only at the origin. There \(X=\sigma_x\), \(Y=\sigma_y\) and \([X,Y]=2i\sigma_z\), so \(\Omega_S[P]=2i\). Yet \(XQ_+YQ_+=YQ_+XQ_+=0\) and \(PQ_-=0\), so \(\Omega[P_+]-\Omega[P_-]=0\). Away from the origin, \(P_+^2=P_+/(1+x^2+y^2)\ne P_+\).

**(j)** With \(S\) conserved and \(S^2=1\), show that \(\Omega[P]=\Omega[P_+]+\Omega[P_-]\).

*Solution.* Add the two cases of (f) and use \(Q_++Q_-=1\).

```lean
/-- For `P` differentiable along both coordinate lines through the point and commuting with a constant `S`, `S² = 1`, the curvature of `P` is the sum of the curvatures of the
two spin sectors. -/
theorem curvature_eq_add {P : ℝ → ℝ → Matrix n n ℂ} {S : Matrix n n ℂ} {x y : ℝ}
    (hS : S * S = 1) (hc : ∀ a b, P a b * S = S * P a b)
    (hx : EntryDiff (fun s => P s y) x) (hy : EntryDiff (fun s => P x s) y) :
    curvature P x y = curvature (fun a b => P a b * up S) x y
      + curvature (fun a b => P a b * down S) x y := by
  rw [curvature_sector (up_sq hS) (fun a b => up_comm (hc a b)) hx hy,
    curvature_sector (down_sq hS) (fun a b => down_comm (hc a b)) hx hy]
  have h : up S + down S = 1 := by
    simp only [up, down]
    module
  simp only [spinCurvature, curvature]
  rw [← Matrix.trace_add, ← add_mul, h, one_mul]
```

**(k)** Let \(S=\sum_ks_kQ_k\) with constant projectors \(Q_k\) commuting with \(P\). Show that \(\Omega_S[P]=\sum_ks_k\,\Omega[PQ_k]\).

*Solution.* The trace is linear, so \(\Omega_S[P]=\sum_ks_k\mathrm{Tr}(Q_kP[X,Y])\); apply (f) to each term. The \(Q_k\) need not be mutually orthogonal.

```lean
omit [DecidableEq n] in
/-- For `S = ∑ sₐ Qₐ` with constant projectors `Qₐ` commuting with `P`, and `P` differentiable along both coordinate lines through the point, the spin curvature is
the sum of the curvatures of the `P Qₐ`, weighted by `sₐ`. -/
theorem spinCurvature_eq_sum {ι : Type*} [Fintype ι] {P : ℝ → ℝ → Matrix n n ℂ}
    {Q : ι → Matrix n n ℂ} (s : ι → ℂ) {x y : ℝ}
    (hQ : ∀ k, Q k * Q k = Q k) (hc : ∀ k a b, P a b * Q k = Q k * P a b)
    (hx : EntryDiff (fun t => P t y) x) (hy : EntryDiff (fun t => P x t) y) :
    spinCurvature (∑ k, s k • Q k) P x y
      = ∑ k, s k * curvature (fun a b => P a b * Q k) x y := by
  have h := fun k => curvature_sector (hQ k) (hc k) hx hy
  simp only [h, spinCurvature, Finset.sum_mul, Matrix.smul_mul, Matrix.trace_sum,
    Matrix.trace_smul, smul_eq_mul]
```

**(l)** Let \(P\) and \(S\) be single Hermitian matrices with \(P^2=P\), and let both \(P_\pm\) be idempotent. Show that \(PS=SP\).

*Solution.* Put \(Q=Q_+\), so \(Q_-=1-Q\). Then
\[
P_-^2=P-PQ-PQP+(PQ)^2=P-PQP .
\]
This equals \(P_-=P-PQ\), so \(PQP=PQ\) (`key`). The adjoint gives \(PQP=QP\) (`adj`). Hence \(PQ=QP\), and \(S=2Q-1\) commutes with \(P\). The condition \(S^2=1\) is not used.

```lean
/-- For a Hermitian projector `P` and Hermitian `S`, if both `P(1 ± S)/2` are idempotent,
then `S` commutes with `P`. -/
theorem conserved_of_sectors {P S : Matrix n n ℂ} (hPh : P.IsHermitian)
    (hSh : S.IsHermitian) (hP : P * P = P)
    (h1 : P * up S * (P * up S) = P * up S)
    (h2 : P * down S * (P * down S) = P * down S) : P * S = S * P := by
  have hd : down S = 1 - up S := by
    simp only [up, down]
    module
  have hu : (up S)ᴴ = up S := by simp [up, Matrix.conjTranspose_smul, hSh.eq]
  have e : P * (1 - up S) * (P * (1 - up S))
      = P * P - P * P * up S - P * up S * P + P * up S * (P * up S) := by noncomm_ring
  rw [hd, e, hP, h1, mul_sub, mul_one] at h2
  -- `P Q P = P Q` for `Q = up S`, i.e. `Q` maps the kernel of `P` into itself
  have key : P * up S * P = P * up S := by
    linear_combination (norm := noncomm_ring) -h2
  have adj := congrArg Matrix.conjTranspose key
  simp only [Matrix.conjTranspose_mul, hPh.eq, hu] at adj
  have hcomm : P * up S = up S * P := by rw [← key, mul_assoc, adj]
  have l : P * S = (2 : ℂ) • (P * up S) - P := by
    simp only [up, Matrix.mul_smul, mul_add, mul_one]
    module
  have r : S * P = (2 : ℂ) • (up S * P) - P := by
    simp only [up, Matrix.smul_mul, add_mul, one_mul]
    module
  rw [l, r, hcomm]
```

The remaining parts concern a four-band example. Its upper block is the two-band projector from (i), and its lower block is the same with \(y\to-y\).

```lean
/-- Two uncoupled two-band blocks with off-diagonal entries interchanged. -/
def frame (v w r : ℂ) : Matrix (Fin 4) (Fin 4) ℂ :=
  !![1, v, 0, 0; w, r, 0, 0; 0, 0, 1, w; 0, 0, v, r]

/-- The spin matrix `diag(1, 1, -1, -1)`. -/
def spinZ : Matrix (Fin 4) (Fin 4) ℂ :=
  !![1, 0, 0, 0; 0, 1, 0, 0; 0, 0, -1, 0; 0, 0, 0, -1]

/-- A four-band family, with one two-band block for each spin. -/
def model (x y : ℝ) : Matrix (Fin 4) (Fin 4) ℂ :=
  (1 + ((x : ℂ) ^ 2 + (y : ℂ) ^ 2))⁻¹ •
    frame (x - y * Complex.I) (x + y * Complex.I) ((x : ℂ) ^ 2 + (y : ℂ) ^ 2)
```

**(m)** Show that `model x y` is a projector.

*Solution.* Put \(v=x-iy\) and \(w=x+iy\), so \(vw=x^2+y^2\). Direct multiplication gives
\[
\begin{pmatrix}1&v\\w&vw\end{pmatrix}^2=(1+vw)\begin{pmatrix}1&v\\w&vw\end{pmatrix},
\]
and likewise with \(v,w\) exchanged. The prefactor \(1/(1+vw)\) normalises both blocks.

```lean
lemma model_sq (x y : ℝ) : model x y * model x y = model x y := by
  have hf : ∀ v w : ℂ, frame v w (v * w) * frame v w (v * w)
      = (1 + v * w) • frame v w (v * w) := by
    intro v w
    ext i j
    fin_cases i <;> fin_cases j <;>
      simp [frame, Matrix.mul_apply, Fin.sum_univ_four] <;> ring
  have hr : ((x : ℂ) - y * Complex.I) * (x + y * Complex.I) = (x : ℂ) ^ 2 + (y : ℂ) ^ 2 := by
    linear_combination (-(y : ℂ) ^ 2) * Complex.I_sq
  have h0 : (1 + ((x : ℂ) ^ 2 + (y : ℂ) ^ 2)) ≠ 0 := by
    have h : (1 + (x ^ 2 + y ^ 2) : ℝ) ≠ 0 := by positivity
    exact_mod_cast h
  have h := hf (x - y * Complex.I) (x + y * Complex.I)
  rw [hr] at h
  simp only [model, Matrix.smul_mul, Matrix.mul_smul]
  rw [h, smul_smul _ (1 + ((x : ℂ) ^ 2 + (y : ℂ) ^ 2)), inv_mul_cancel₀ h0, one_smul]
```

**(n)** Show that it commutes with `spinZ`.

*Solution.* `spinZ` is \(+1\) on the upper block and \(-1\) on the lower, and the model does not couple them.

```lean
lemma model_comm (x y : ℝ) : model x y * spinZ = spinZ * model x y := by
  have h : ∀ v w r : ℂ, frame v w r * spinZ = spinZ * frame v w r := by
    intro v w r
    ext i j
    fin_cases i <;> fin_cases j <;>
      simp [frame, spinZ, Matrix.mul_apply, Fin.sum_univ_four]
  simp only [model, Matrix.smul_mul, Matrix.mul_smul, h]
```

**(o)** Let \(F(s)=(A+sB+s^2C)/(1+s^2)\). Show that \(F'(0)=B\).

*Solution.* At \(s=0\) the denominator is 1 with zero derivative, and the numerator has derivative \(B\).

```lean
omit [Fintype n] [DecidableEq n] in
lemma deriv_at_zero {F : ℝ → Matrix n n ℂ} (A B C : Matrix n n ℂ)
    (hF : ∀ s i j, F s i j
      = (A i j + (s : ℂ) * B i j + (s : ℂ) ^ 2 * C i j) / (1 + (s : ℂ) ^ 2)) :
    EntryDiff F 0 ∧ matDeriv F 0 = B := by
  have hs : HasDerivAt (fun s : ℝ => (s : ℂ)) 1 0 := by
    simpa using (hasDerivAt_id (0 : ℝ)).ofReal_comp
  have h : ∀ i j, HasDerivAt (fun s => F s i j) (B i j) 0 := by
    intro i j
    simp only [hF]
    exact ((((hs.mul_const (B i j)).const_add (A i j)).fun_add
      ((hs.fun_pow 2).mul_const (C i j))).fun_div
      ((hs.fun_pow 2).const_add 1) (by simp)).congr_deriv (by simp)
  exact ⟨fun i j => (h i j).differentiableAt, by ext i j; exact (h i j).deriv⟩
```

**(p)** Find both curvatures of the model at the origin.

*Solution.* Along each axis the model has the form in (o). In the upper block \(X=\sigma_x\) and \(Y=\sigma_y\); in the lower, \(X=\sigma_x\) and \(Y=-\sigma_y\). With \(P=\mathrm{diag}(1,0)\) in each block,
\[
P[X,Y]=\mathrm{diag}(2i,0,-2i,0).
\]
Its trace is \(0\), and its trace weighted by `spinZ` is \(2i+2i=4i\). The total curvature vanishes while the spin curvature does not.

```lean
/-- The family `model` with spin `spinZ` meets the hypotheses of `spinCurvature_eq_sub` at the
origin, where its spin curvature is `4i` and its curvature is zero. -/
theorem spinCurvature_witness :
    spinZ * spinZ = 1 ∧ (∀ x y, model x y * model x y = model x y) ∧
    (∀ x y, model x y * spinZ = spinZ * model x y) ∧
    EntryDiff (fun s => model s 0) 0 ∧ EntryDiff (fun s => model 0 s) 0 ∧
    spinCurvature spinZ model 0 0 = 4 * Complex.I ∧ curvature model 0 0 = 0 := by
  have hx := deriv_at_zero (F := fun s => model s 0) (frame 0 0 0)
    !![0, 1, 0, 0; 1, 0, 0, 0; 0, 0, 0, 1; 0, 0, 1, 0]
    !![0, 0, 0, 0; 0, 1, 0, 0; 0, 0, 0, 0; 0, 0, 0, 1] (by
      intro s i j
      fin_cases i <;> fin_cases j <;> simp [model, frame] <;> ring)
  have hy := deriv_at_zero (F := fun s => model 0 s) (frame 0 0 0)
    !![0, -Complex.I, 0, 0; Complex.I, 0, 0, 0; 0, 0, 0, Complex.I; 0, 0, -Complex.I, 0]
    !![0, 0, 0, 0; 0, 1, 0, 0; 0, 0, 0, 0; 0, 0, 0, 1] (by
      intro s i j
      fin_cases i <;> fin_cases j <;> simp [model, frame] <;> ring)
  have h0 : model 0 0 = frame 0 0 0 := by simp [model]
  -- the two spin blocks contribute opposite curvatures
  have hop : curvatureOp model 0 0 = !![2 * Complex.I, 0, 0, 0; 0, 0, 0, 0;
      0, 0, -(2 * Complex.I), 0; 0, 0, 0, 0] := by
    rw [curvatureOp, hx.2, hy.2, h0]
    ext i j
    fin_cases i <;> fin_cases j <;>
      simp [frame, Matrix.mul_apply, Fin.sum_univ_four] <;> ring
  refine ⟨?_, model_sq, model_comm, hx.1, hy.1, ?_, ?_⟩
  · ext i j
    fin_cases i <;> fin_cases j <;> simp [spinZ, Matrix.mul_apply, Fin.sum_univ_four]
  · rw [spinCurvature, hop]
    simp [spinZ, Matrix.trace, Fin.sum_univ_four]
    ring
  · rw [curvature, hop]
    simp [Matrix.trace, Fin.sum_univ_four]

end

end ConservedSpinCurvature
```

```lean
#print axioms ConservedSpinCurvature.spinCurvature_eq_sub
#print axioms ConservedSpinCurvature.curvature_eq_add
#print axioms ConservedSpinCurvature.spinCurvature_eq_sum
#print axioms ConservedSpinCurvature.conserved_of_sectors
```

```
'ConservedSpinCurvature.spinCurvature_eq_sub' depends on axioms: [propext, Classical.choice, Quot.sound]
'ConservedSpinCurvature.curvature_eq_add' depends on axioms: [propext, Classical.choice, Quot.sound]
'ConservedSpinCurvature.spinCurvature_eq_sum' depends on axioms: [propext, Classical.choice, Quot.sound]
'ConservedSpinCurvature.conserved_of_sectors' depends on axioms: [propext, Classical.choice, Quot.sound]
```
